# For a finite Hermitian H, the projector on the levels below μ minimises tr((H − μ)P) over all P with 0 ≤ P ≤ 1

I would like to specify the one-particle Hamiltonian by its orbitals and levels, $H = U\,\mathrm{diag}(e)\,U^*$, and not as a Hermitian matrix still to be diagonalised. Here $U$ is unitary (real orthogonal in the real case), its columns $u_i$ are the orbitals, the real numbers $e_i$ are the levels, and $U^*$ is the conjugate transpose.

At zero temperature and chemical potential $\mu$, non-interacting electrons should fill every level below $\mu$ and leave every level above it empty. In terms of the one-particle density matrix $P$, with $P$ and $1-P$ positive semidefinite, I expect

$$\mathrm{tr}\big((H-\mu)P\big) \;\ge\; \sum_i \min(e_i-\mu,\,0),$$

with equality for the projector on the levels $e_i<\mu$. Can this be made rigorous and checked by machine, including the question of which other density matrices reach the same value?

## Each orbital contributes separately

Yes. With $H$ given by its orbitals and levels, the trace becomes a sum over orbital occupations, and each term can be minimised separately.

Let $x_i = \langle u_i|P|u_i\rangle$ be the occupation of orbital $i$. Since $UU^*=1$, we have $H-\mu = U\,\mathrm{diag}(e_i-\mu)\,U^*$, and cyclicity of the trace gives

$$\mathrm{tr}\big((H-\mu)P\big) = \mathrm{tr}\big(\mathrm{diag}(e_i-\mu)\,U^*PU\big) = \sum_i (e_i-\mu)\,x_i .$$

Positivity of $P$ gives $x_i\ge 0$. The orbitals are normalised, so positivity of $1-P$ gives $1-x_i = \langle u_i|(1-P)|u_i\rangle \ge 0$. There are two cases:

- If $e_i\le\mu$, then $(e_i-\mu)x_i-(e_i-\mu) = (\mu-e_i)(1-x_i)\ge 0$, so the term is at least $e_i-\mu$.
- If $e_i\ge\mu$, then $(e_i-\mu)x_i\ge 0$.

In both cases the term is at least $\min(e_i-\mu,0)$, and summing over $i$ proves the bound.

Equality of the sums forces equality in every term, because no term lies below its own bound. Hence $x_i=1$ when $e_i<\mu$ and $x_i=0$ when $e_i>\mu$, while a level at $\mu$ contributes zero whatever its occupation.

These occupations determine how $P$ acts on the orbitals. Write a positive semidefinite matrix as $A=B^*B$. If $\langle u|A|u\rangle=\lVert Bu\rVert^2=0$, then $Bu=0$ and so $Au=0$. With $A=P$ this gives $Pu_i=0$ above $\mu$; with $A=1-P$ it gives $Pu_i=u_i$ below $\mu$. Conversely, these two conditions return the occupations 0 and 1, and with them equality.

Now let $Q=U\,\mathrm{diag}(f)\,U^*$, with $f_i=1$ for $e_i<\mu$ and $f_i=0$ otherwise. Since $f_i^2=f_i$ and $U^*U=1$, we get $Q^2=Q$. Both $Q$ and $1-Q$ have eigenvalues in $\{0,1\}$, so they are positive semidefinite. Because $Qu_i=f_iu_i$, $Q$ satisfies the equality conditions and attains the bound. If no level equals $\mu$, any minimiser $P$ acts like $Q$ on every $u_i$. Thus $PU=QU$, and multiplying by $U^*$ from the right gives $P=Q$.

A single level shows how each term is minimised: $P$ is a number $p\in[0,1]$, and $(e-\mu)p$ is smallest at $p=1$ for $e<\mu$ and at $p=0$ for $e>\mu$. For $e=\mu$ every $p$ gives zero, so uniqueness needs the absence of a level at $\mu$. The upper limit on the occupation matters as well. Without positivity of $1-P$, take $e=\mu-1$ and $p=2$: the trace is $-2$, below the claimed bound of $-1$.

## Orbitals, levels and density matrices in Lean

The matrices have entries in `𝕜`, which is either the real or the complex numbers, and a finite index type `n`. The hypothesis `U ∈ unitaryGroup n 𝕜` says that $U$ is unitary, which means orthogonal over the reals. `fromLevels U e` is $H$, with levels in any order and possibly degenerate, and `orbital U i` is $u_i$. `occupation P u` is the real part of $\langle u|P|u\rangle$.

`Admissible P` says that $P$ and $1-P$ are positive semidefinite, which includes being Hermitian. Physically, no spin orbital then has a negative occupation, and none holds more than one electron, which is the Pauli principle. Idempotency is not assumed, so fractional occupations compete too.

`grandPotential H μ P` is the real part of $\mathrm{tr}((H-\mu)P)$. For Hermitian $H$ and $P$ the trace is real anyway, so nothing is lost. `occupiedProjector U e μ` is $Q$; its strict inequality leaves levels exactly at $\mu$ empty.

The main theorems then read as follows:

- `grandPotential_lower_bound`: every admissible $P$ satisfies the bound.
- `grandPotential_eq_iff`: an admissible $P$ attains it exactly when $P$ fixes every orbital below $\mu$ and annihilates every orbital above $\mu$.
- `occupiedProjector_attains`: $Q$ is idempotent, admissible and attains the bound.
- `minimizer_unique`: if no level equals $\mu$ (`hgap`), an admissible $P$ that attains the bound is $Q$.

The basis is orthonormal, so there is no overlap matrix, and $H$ is fixed and does not depend on $P$. The decomposition of $H$ is an input; the spectral theorem supplies one for any finite Hermitian matrix. For such a fixed one-particle Hamiltonian at zero temperature, the result characterises the matrix that grand-canonical purification aims at when no level lies at $\mu$. It does not address the convergence of an iteration or its linear scaling.

```lean
import Mathlib

open Matrix
open scoped ComplexOrder

namespace GrandCanonicalVariational

noncomputable section

variable {𝕜 n : Type*} [RCLike 𝕜] [Fintype n] [DecidableEq n]

/-- The operator `U diag(d) U*` with real levels `d` and the columns of `U` as orbitals. -/
def fromLevels (U : Matrix n n 𝕜) (d : n → ℝ) : Matrix n n 𝕜 :=
  U * diagonal (fun i => (d i : 𝕜)) * star U

/-- The `i`-th orbital, that is, the `i`-th column of `U`. -/
def orbital (U : Matrix n n 𝕜) (i : n) : n → 𝕜 := fun k => U k i

/-- The occupation of the orbital `u` in the density matrix `P`: the real part of `⟨u|P|u⟩`. -/
def occupation (P : Matrix n n 𝕜) (u : n → 𝕜) : ℝ := RCLike.re (star u ⬝ᵥ P *ᵥ u)

/-- A one-particle density matrix is admissible if `P` and `1 - P` are positive semidefinite. -/
def Admissible (P : Matrix n n 𝕜) : Prop := P.PosSemidef ∧ (1 - P).PosSemidef

/-- The zero-temperature grand potential: the real part of `tr((H - μ)P)`. -/
def grandPotential (H : Matrix n n 𝕜) (μ : ℝ) (P : Matrix n n 𝕜) : ℝ :=
  RCLike.re (trace ((H - (μ : 𝕜) • (1 : Matrix n n 𝕜)) * P))

/-- The projector on the orbitals whose levels lie strictly below `μ`. -/
def occupiedProjector (U : Matrix n n 𝕜) (e : n → ℝ) (μ : ℝ) : Matrix n n 𝕜 :=
  fromLevels U (fun i => if e i < μ then 1 else 0)

variable {U P : Matrix n n 𝕜}

/-- Shifting and scaling the levels shifts and scales the operator. -/
theorem fromLevels_affine (hU : U ∈ unitaryGroup n 𝕜) (a b : ℝ) (d : n → ℝ) :
    fromLevels U (fun i => a + b * d i) =
      (a : 𝕜) • (1 : Matrix n n 𝕜) + (b : 𝕜) • fromLevels U d := by
  have hUU : U * star U = 1 := mem_unitaryGroup_iff.1 hU
  have hD : diagonal (fun i => ((a + b * d i : ℝ) : 𝕜)) =
      (a : 𝕜) • (1 : Matrix n n 𝕜) + (b : 𝕜) • diagonal (fun i => (d i : 𝕜)) := by
    ext i j
    by_cases h : i = j
    · subst h
      simp only [diagonal_apply_eq, Matrix.add_apply, Matrix.smul_apply, Matrix.one_apply_eq,
        smul_eq_mul, mul_one, RCLike.ofReal_add, RCLike.ofReal_mul]
    · simp [h]
  simp only [fromLevels, hD, mul_add, add_mul, Matrix.mul_smul, Matrix.smul_mul, mul_one, hUU]

/-- Each orbital is an eigenvector, with its level as eigenvalue. -/
theorem fromLevels_mulVec (hU : U ∈ unitaryGroup n 𝕜) (d : n → ℝ) (i : n) :
    fromLevels U d *ᵥ orbital U i = (d i : 𝕜) • orbital U i := by
  have hM : fromLevels U d * U = U * diagonal (fun i => (d i : 𝕜)) := by
    rw [fromLevels, Matrix.mul_assoc, mem_unitaryGroup_iff'.1 hU, mul_one]
  ext k
  change (fromLevels U d * U) k i = (d i : 𝕜) * U k i
  rw [hM, Matrix.mul_diagonal, mul_comm]

/-- The occupation of an orbital in `1 - P` is one minus its occupation in `P`. -/
theorem occupation_compl (hU : U ∈ unitaryGroup n 𝕜) (P : Matrix n n 𝕜) (i : n) :
    occupation (1 - P) (orbital U i) = 1 - occupation P (orbital U i) := by
  -- the orbitals are normalised
  have hu : star (orbital U i) ⬝ᵥ orbital U i = 1 := by
    change (star U * U) i i = 1
    rw [mem_unitaryGroup_iff'.1 hU, Matrix.one_apply_eq]
  rw [occupation, occupation, Matrix.sub_mulVec, Matrix.one_mulVec, dotProduct_sub, hu,
    map_sub, RCLike.one_re]

omit [DecidableEq n] in
/-- For positive semidefinite `P`, an orbital is empty exactly when `P` annihilates it. -/
theorem occupation_eq_zero_iff (hP : P.PosSemidef) (u : n → 𝕜) :
    occupation P u = 0 ↔ P *ᵥ u = 0 := by
  constructor
  · intro h
    have him := (RCLike.nonneg_iff.1 (hP.dotProduct_mulVec_nonneg u)).2
    refine (hP.dotProduct_mulVec_zero_iff u).1 (RCLike.ext ?_ ?_)
    · rw [map_zero]
      exact h
    · rw [map_zero]
      exact him
  · intro h
    simp [occupation, h]

/-- The grand potential is the sum of the levels measured from `μ`, weighted by occupations. -/
theorem grandPotential_eq_sum (hU : U ∈ unitaryGroup n 𝕜) (e : n → ℝ) (μ : ℝ)
    (P : Matrix n n 𝕜) :
    grandPotential (fromLevels U e) μ P = ∑ i, (e i - μ) * occupation P (orbital U i) := by
  -- cyclicity of the trace moves `P` to the orbital basis
  have key : ∀ d : n → ℝ, RCLike.re (trace (fromLevels U d * P)) =
      ∑ i, d i * occupation P (orbital U i) := by
    intro d
    have hc : trace (fromLevels U d * P) =
        trace (diagonal (fun i => (d i : 𝕜)) * (star U * (P * U))) := by
      rw [fromLevels, Matrix.mul_assoc, Matrix.mul_assoc, Matrix.trace_mul_comm]
      simp only [Matrix.mul_assoc]
    rw [hc, Matrix.trace, map_sum]
    refine Finset.sum_congr rfl fun i _ => ?_
    rw [Matrix.diag_apply, Matrix.diagonal_mul, RCLike.re_ofReal_mul]
    rfl
  have hs : fromLevels U e - (μ : 𝕜) • (1 : Matrix n n 𝕜) =
      fromLevels U (fun i => -μ + 1 * e i) := by
    rw [fromLevels_affine hU, RCLike.ofReal_neg, RCLike.ofReal_one, one_smul, neg_smul]
    abel
  rw [grandPotential, hs, key]
  exact Finset.sum_congr rfl fun i _ => by ring

/-- For admissible `P`, each orbital contributes at least `min(e_i - μ, 0)` to the grand potential.
-/
theorem min_le_contribution (hU : U ∈ unitaryGroup n 𝕜) (hP : Admissible P) (e : n → ℝ)
    (μ : ℝ) (i : n) : min (e i - μ) 0 ≤ (e i - μ) * occupation P (orbital U i) := by
  have h0 : 0 ≤ occupation P (orbital U i) :=
    (RCLike.nonneg_iff.1 (hP.1.dotProduct_mulVec_nonneg _)).1
  have h1 : 0 ≤ occupation (1 - P) (orbital U i) :=
    (RCLike.nonneg_iff.1 (hP.2.dotProduct_mulVec_nonneg _)).1
  rw [occupation_compl hU] at h1
  rcases le_total (e i - μ) 0 with h | h
  · rw [min_eq_left h]
    nlinarith [mul_nonneg (neg_nonneg.2 h) h1]
  · rw [min_eq_right h]
    exact mul_nonneg h h0

/-- Variational bound: the grand potential of every admissible density matrix is at least
`∑ min(e_i - μ, 0)`. -/
theorem grandPotential_lower_bound (hU : U ∈ unitaryGroup n 𝕜) (hP : Admissible P)
    (e : n → ℝ) (μ : ℝ) :
    ∑ i, min (e i - μ) 0 ≤ grandPotential (fromLevels U e) μ P := by
  rw [grandPotential_eq_sum hU]
  exact Finset.sum_le_sum fun i _ => min_le_contribution hU hP e μ i

/-- The grand potential of an admissible `P` equals `∑ min(e_i - μ, 0)` exactly when `P` fixes every
orbital below `μ` and annihilates every orbital above `μ`. -/
theorem grandPotential_eq_iff (hU : U ∈ unitaryGroup n 𝕜) (hP : Admissible P)
    (e : n → ℝ) (μ : ℝ) :
    grandPotential (fromLevels U e) μ P = ∑ i, min (e i - μ) 0 ↔
      ∀ i, (e i < μ → P *ᵥ orbital U i = orbital U i) ∧ (μ < e i → P *ᵥ orbital U i = 0) := by
  rw [grandPotential_eq_sum hU, eq_comm,
    Finset.sum_eq_sum_iff_of_le fun i _ => min_le_contribution hU hP e μ i]
  -- a full orbital of `P` is an empty orbital of `1 - P`
  have hfull : ∀ i, occupation P (orbital U i) = 1 ↔ P *ᵥ orbital U i = orbital U i := by
    intro i
    have h := occupation_eq_zero_iff hP.2 (orbital U i)
    rw [occupation_compl hU, Matrix.sub_mulVec, Matrix.one_mulVec, sub_eq_zero,
      sub_eq_zero] at h
    exact eq_comm.trans (h.trans eq_comm)
  constructor
  · intro h i
    have hi := h i (Finset.mem_univ i)
    refine ⟨fun hl => (hfull i).1 ?_, fun hg => (occupation_eq_zero_iff hP.1 _).1 ?_⟩
    · rw [min_eq_left (by linarith)] at hi
      have hz : (e i - μ) * (occupation P (orbital U i) - 1) = 0 := by
        linear_combination -hi
      rcases mul_eq_zero.1 hz with h' | h' <;> linarith
    · rw [min_eq_right (by linarith)] at hi
      rcases mul_eq_zero.1 hi.symm with h' | h' <;> linarith
  · intro h i _
    rcases lt_trichotomy (e i) μ with hl | he | hg
    · rw [(hfull i).2 ((h i).1 hl), min_eq_left (by linarith), mul_one]
    · simp [he]
    · rw [(occupation_eq_zero_iff hP.1 _).2 ((h i).2 hg), min_eq_right (by linarith), mul_zero]

/-- The projector on the levels below `μ` is idempotent and admissible, and it attains the
variational bound. -/
theorem occupiedProjector_attains (hU : U ∈ unitaryGroup n 𝕜) (e : n → ℝ) (μ : ℝ) :
    occupiedProjector U e μ * occupiedProjector U e μ = occupiedProjector U e μ ∧
    Admissible (occupiedProjector U e μ) ∧
    grandPotential (fromLevels U e) μ (occupiedProjector U e μ) = ∑ i, min (e i - μ) 0 := by
  have hpos : ∀ d : n → ℝ, (∀ i, 0 ≤ d i) → (fromLevels U d).PosSemidef := by
    intro d hd
    have hD : (diagonal (fun i => (d i : 𝕜))).PosSemidef :=
      Matrix.PosSemidef.diagonal fun i =>
        RCLike.nonneg_iff.2 ⟨by simpa using hd i, by simp⟩
    exact hD.mul_mul_conjTranspose_same U
  have hadm : Admissible (occupiedProjector U e μ) := by
    refine ⟨hpos _ fun i => by split_ifs <;> norm_num, ?_⟩
    have hc : 1 - occupiedProjector U e μ =
        fromLevels U (fun i => 1 + (-1) * (if e i < μ then 1 else 0)) := by
      rw [fromLevels_affine hU, RCLike.ofReal_neg, RCLike.ofReal_one, one_smul, neg_smul,
        one_smul, ← sub_eq_add_neg, occupiedProjector]
    rw [hc]
    exact hpos _ fun i => by split_ifs <;> norm_num
  refine ⟨?_, hadm, (grandPotential_eq_iff hU hadm e μ).2 fun i => ⟨fun hl => ?_, fun hg => ?_⟩⟩
  · have hD : diagonal (fun i => ((if e i < μ then 1 else 0 : ℝ) : 𝕜)) *
        diagonal (fun i => ((if e i < μ then 1 else 0 : ℝ) : 𝕜)) =
        diagonal (fun i => ((if e i < μ then 1 else 0 : ℝ) : 𝕜)) := by
      rw [Matrix.diagonal_mul_diagonal]
      congr 1
      ext i
      split_ifs <;> simp
    unfold occupiedProjector fromLevels
    generalize diagonal (fun i => ((if e i < μ then 1 else 0 : ℝ) : 𝕜)) = D at hD ⊢
    calc U * D * star U * (U * D * star U) = U * (D * (star U * U) * D) * star U := by
          simp only [Matrix.mul_assoc]
      _ = U * D * star U := by rw [mem_unitaryGroup_iff'.1 hU, mul_one, hD]
  · rw [occupiedProjector, fromLevels_mulVec hU, if_pos hl, RCLike.ofReal_one, one_smul]
  · rw [occupiedProjector, fromLevels_mulVec hU, if_neg (not_lt_of_ge hg.le),
      RCLike.ofReal_zero, zero_smul]

/-- If no level lies at `μ`, the projector on the levels below `μ` is the only admissible
density matrix that attains the bound. -/
theorem minimizer_unique (hU : U ∈ unitaryGroup n 𝕜) (hP : Admissible P) (e : n → ℝ) (μ : ℝ)
    (hgap : ∀ i, e i ≠ μ)
    (hmin : grandPotential (fromLevels U e) μ P = ∑ i, min (e i - μ) 0) :
    P = occupiedProjector U e μ := by
  have h := (grandPotential_eq_iff hU hP e μ).1 hmin
  obtain ⟨-, hadm, hatt⟩ := occupiedProjector_attains hU e μ
  have h' := (grandPotential_eq_iff hU hadm e μ).1 hatt
  -- both matrices act alike on every orbital
  have hPU : P * U = occupiedProjector U e μ * U := by
    ext k i
    change (P *ᵥ orbital U i) k = (occupiedProjector U e μ *ᵥ orbital U i) k
    rcases lt_or_gt_of_ne (hgap i) with hl | hg
    · rw [(h i).1 hl, (h' i).1 hl]
    · rw [(h i).2 hg, (h' i).2 hg]
  have hUU : U * star U = 1 := mem_unitaryGroup_iff.1 hU
  calc P = P * U * star U := by rw [Matrix.mul_assoc, hUU, mul_one]
    _ = occupiedProjector U e μ := by rw [hPU, Matrix.mul_assoc, hUU, mul_one]

end

end GrandCanonicalVariational
```

```lean
#print axioms GrandCanonicalVariational.grandPotential_lower_bound
#print axioms GrandCanonicalVariational.minimizer_unique
```

```
'GrandCanonicalVariational.grandPotential_lower_bound' depends on axioms: [propext, Classical.choice, Quot.sound]
'GrandCanonicalVariational.minimizer_unique' depends on axioms: [propext, Classical.choice, Quot.sound]
```

## From the trace to the equality conditions

`fromLevels_affine` says that replacing the levels $d_i$ by $a+b\,d_i$ turns the operator into $a\,1$ plus $b$ times the old one. It is used twice: with $a=-\mu$, $b=1$ for $H-\mu$, and with $a=1$, $b=-1$ for $1-Q$. `fromLevels_mulVec` is the eigenvalue equation for the orbitals.

`grandPotential_eq_sum` is the trace formula. `Matrix.trace_mul_comm` performs the cyclic step, after which the diagonal entries of $U^*PU$ are read off as occupations. `occupation_compl` gives the occupation $1-x_i$ in $1-P$, using the normalisation of $u_i$.

`min_le_contribution` contains the two cases above, separated by `le_total`. For $e_i\le\mu$, `nlinarith` receives the product $(\mu-e_i)(1-x_i)\ge 0$; for $e_i\ge\mu$, a product of nonnegative numbers suffices. `grandPotential_lower_bound` sums these estimates.

For the equality case, `Finset.sum_eq_sum_iff_of_le` turns equality of the sums into equality of each pair of terms. Below $\mu$, `linear_combination` rewrites this as $(e_i-\mu)(x_i-1)=0$, and since the first factor is nonzero, $x_i=1$. Above $\mu$, the equation $(e_i-\mu)x_i=0$ gives $x_i=0$.

`occupation_eq_zero_iff` converts a vanishing occupation into $Pu=0$. Because `occupation` records only a real part, the lemma first obtains the vanishing imaginary part from positivity. The local statement `hfull` applies it to $1-P$ and so treats full orbitals. The converse direction goes through $e_i<\mu$, $e_i=\mu$ and $e_i>\mu$ with `lt_trichotomy`.

In `occupiedProjector_attains`, a diagonal matrix with nonnegative entries is positive semidefinite and stays so when placed between $U$ and $U^*$. This covers both $Q$ and $1-Q$. The `calc` block proves $Q^2=Q$ by cancelling $U^*U$, and the eigenvalue equation supplies the equality conditions. Finally, `minimizer_unique` compares $PU$ and $QU$ column by column and removes $U$ with $UU^*=1$.
